# In a voltage-biased junction, a supercurrent that reverses under a $2\pi$ phase advance has no direct component at odd Shapiro steps

Take a junction with supercurrent $\sin(\varphi/2)$, hold it at the first voltage step, and average the current over one period of the drive. With the oscillating part of the drive switched off and the phase starting at zero, the average is $2/\pi$ of the critical current. It looks like a direct supercurrent, but it is spurious: over the next period the average is $-2/\pi$. The current repeats only after two drive periods, and an average over one of them reports a Shapiro step that is not there.

Over two periods the cancellation is exact, at every odd step, for every phase offset and for every continuous periodic drive. It needs only a continuous current-phase relation that changes sign when the phase advances by $2\pi$.

```lean
import Mathlib

open scoped Real

namespace MissingOddShapiroSteps

noncomputable section
```

## A phase imposed by the voltage

Let $\tau$ be the time and $\omega$ the angular frequency of the drive, and measure time by $t=\omega\tau$, so that one drive period is $2\pi$. The Josephson relation $d\varphi/d\tau = 2eV/\hbar$ turns a mean voltage $V=n\hbar\omega/2e$ into a mean phase velocity $n$ in the variable $t$. The integer $n$ labels the Shapiro step. The phase is then

$$\varphi(t) = p + n t + w(t),$$

where $p$ is a constant offset and $w$ is the oscillating part produced by the alternating voltage. For an alternating voltage $V_1\cos\omega\tau$, $w(t)=a\sin t$ with the dimensionless strength $a=2eV_1/(\hbar\omega)$.

In Lean, `n` is an integer, which may be negative, and `w` is any real function; its period and continuity enter later as hypotheses. The phase is prescribed. It is not obtained from a circuit equation, so a current-biased junction, whose phase must be solved for, is not covered.

```lean
/-- The junction phase at voltage step `n`, with offset `p` and an oscillating part `w`. -/
def drivenPhase (n : ℤ) (p : ℝ) (w : ℝ → ℝ) (t : ℝ) : ℝ := p + (n : ℝ) * t + w t
```

## A current that changes sign after $2\pi$

The model current, in units of its critical current, is $I(\varphi)=\sin(\varphi/2)$. It describes a topological junction in which a pair of Majorana modes carries the current at fixed fermion parity. If the parity can relax, the current need not follow this single branch, so the formula stands for a junction in which parity is conserved throughout the averaging time.

```lean
/-- The `4π`-periodic supercurrent `sin (φ / 2)`, in units of its critical current. -/
def fourPiCurrent (φ : ℝ) : ℝ := Real.sin (φ / 2)
```

The direct component is the time average over a window of length $4\pi$, that is, two drive periods, starting at an arbitrary time $s$:

$$\bar I = \frac{1}{4\pi}\int_s^{s+4\pi} I(\varphi(t))\,dt .$$

The definition `dcCurrent` takes the current-phase relation `I` and the phase history `φ` as separate arguments, so it also serves other junctions, provided that their current repeats after a phase advance of $4\pi$. At an integer step with a drive of period $2\pi$, the window then holds a whole number of periods of the current.

```lean
/-- The average of the current `I (φ t)` over the time window of length `4π` starting at `s`. -/
def dcCurrent (I φ : ℝ → ℝ) (s : ℝ) : ℝ :=
  (∫ t in s..(s + 4 * π), I (φ t)) / (4 * π)
```

A phase advance of $2\pi$ moves the argument of the sine by $\pi$:

$$\sin\frac{\varphi+2\pi}{2}=\sin\left(\frac{\varphi}{2}+\pi\right)=-\sin\frac{\varphi}{2}.$$

Mathlib calls this property `Function.Antiperiodic`, here with antiperiod `2 * π`. It is stronger than having period $4\pi$: the ordinary current $\sin\varphi$ also repeats after $4\pi$, but it does not change sign after $2\pi$.

```lean
/-- The supercurrent `sin (φ / 2)` changes sign when the phase advances by `2π`. -/
theorem fourPiCurrent_antiperiodic : Function.Antiperiodic fourPiCurrent (2 * π) := by
  intro x
  unfold fourPiCurrent
  rw [show (x + 2 * π) / 2 = x / 2 + π by ring, Real.sin_add_pi]
```

The averages below split integrals into parts, which requires integrable currents. Continuity is enough, and the phase inherits it from the drive.

```lean
/-- The driven phase is continuous in time when the drive is. -/
theorem continuous_drivenPhase (n : ℤ) (p : ℝ) {w : ℝ → ℝ} (hw : Continuous w) :
    Continuous (drivenPhase n p w) := by
  change Continuous (fun t : ℝ => p + (n : ℝ) * t + w t)
  fun_prop
```

## Reversal after one drive period

Let $n=2k+1$ with $k$ an integer, and let $w$ have period $2\pi$. Over one drive period the oscillating part returns to its value, and the phase advances by

$$\varphi(t+2\pi)-\varphi(t)=2\pi n = 2\pi + 4\pi k .$$

Applying the sign change twice shows that $I$ has period $4\pi$, so the term $4\pi k$ has no effect. The remaining $2\pi$ reverses the current:

$$I(\varphi(t+2\pi)) = I(\varphi(t)+2\pi) = -I(\varphi(t)).$$

The proof follows the same order. `hper` is the $4\pi$ period of the current, `hphase` is the phase advance, and the last line removes the whole periods and applies the sign change once.

```lean
/-- At an odd voltage step, a current that is odd under a `2π` phase advance reverses its sign
after each drive period. -/
theorem current_reverses {I w : ℝ → ℝ} (hI : Function.Antiperiodic I (2 * π))
    (hw : Function.Periodic w (2 * π)) {n : ℤ} (hn : Odd n) (p t : ℝ) :
    I (drivenPhase n p w (t + 2 * π)) = -I (drivenPhase n p w t) := by
  obtain ⟨k, rfl⟩ := hn
  have hper : Function.Periodic I (4 * π) := by
    intro x
    rw [show x + 4 * π = x + 2 * π + 2 * π by ring, hI, hI, neg_neg]
  -- the phase advances by `2π` plus a whole number of periods `4π`
  have hphase : drivenPhase (2 * k + 1) p w (t + 2 * π)
      = drivenPhase (2 * k + 1) p w t + 2 * π + (k : ℝ) * (4 * π) := by
    unfold drivenPhase
    rw [hw t]
    push_cast
    ring
  rw [hphase, (hper.int_mul k) _, hI]
```

## The two halves of the window cancel

Split the window at $s+2\pi$ and substitute $t=u+2\pi$ in the second half:

$$\int_{s+2\pi}^{s+4\pi} I(\varphi(t))\,dt=\int_s^{s+2\pi} I(\varphi(u+2\pi))\,du=-\int_s^{s+2\pi} I(\varphi(u))\,du .$$

The two halves add to zero, and so $\bar I=0$.

The theorem states this for every continuous `I` with the sign change, every continuous `w` of period $2\pi$, every odd `n`, and all real `p` and `s`. The case $w=0$ is included. In the proof, `h2` is the displayed identity, and `integral_add_adjacent_intervals` joins the two halves.

The freedom in $p$ matters physically. At a fixed voltage step, the direct supercurrent of a voltage-biased junction can take the range of values that $\bar I$ covers as $p$ varies, and this range is the height of the step. Here it shrinks to the single value zero, so within this model the odd step is absent.

```lean
/-- For every continuous current-phase relation that is odd under a `2π` phase advance, and every
continuous drive of period `2π`, the direct current vanishes at odd voltage steps. -/
theorem dcCurrent_odd_step {I w : ℝ → ℝ} (hIc : Continuous I)
    (hI : Function.Antiperiodic I (2 * π)) (hwc : Continuous w)
    (hw : Function.Periodic w (2 * π)) {n : ℤ} (hn : Odd n) (p s : ℝ) :
    dcCurrent I (drivenPhase n p w) s = 0 := by
  have hc : Continuous (fun t => I (drivenPhase n p w t)) :=
    hIc.comp (continuous_drivenPhase n p hwc)
  -- the second drive period contributes the opposite of the first
  have h2 : ∫ t in (s + 2 * π)..(s + 4 * π), I (drivenPhase n p w t)
      = -∫ t in s..(s + 2 * π), I (drivenPhase n p w t) := by
    have h := intervalIntegral.integral_comp_add_right (a := s) (b := s + 2 * π)
      (fun t => I (drivenPhase n p w t)) (2 * π)
    simp only [current_reverses hI hw hn p] at h
    rw [intervalIntegral.integral_neg] at h
    rw [show s + 4 * π = s + 2 * π + 2 * π by ring]
    exact h.symm
  unfold dcCurrent
  rw [← intervalIntegral.integral_add_adjacent_intervals
    (hc.intervalIntegrable s (s + 2 * π)) (hc.intervalIntegrable (s + 2 * π) (s + 4 * π)), h2,
    add_neg_cancel, zero_div]
```

For $I(\varphi)=\sin(\varphi/2)$, $w(t)=a\sin t$ and $s=0$, the result becomes an explicit integral:

$$\int_0^{4\pi}\sin\left(\frac{p+nt+a\sin t}{2}\right)dt=0\qquad (n\ \text{odd}).$$

There is no restriction on the drive strength $a$. The proof specialises the general theorem and then clears the nonzero denominator $4\pi$.

```lean
/-- Missing odd Shapiro steps: under a sinusoidal drive of any strength `a` and for any phase
offset `p`, the supercurrent `sin (φ / 2)` integrates to zero over `4π` at every odd step `n`. -/
theorem missing_odd_shapiro_step {n : ℤ} (hn : Odd n) (a p : ℝ) :
    ∫ t in (0 : ℝ)..(4 * π), Real.sin ((p + (n : ℝ) * t + a * Real.sin t) / 2) = 0 := by
  have hc : Continuous fourPiCurrent := by
    change Continuous (fun φ : ℝ => Real.sin (φ / 2))
    fun_prop
  have h := dcCurrent_odd_step (w := fun t => a * Real.sin t) hc fourPiCurrent_antiperiodic
    (by fun_prop) (fun t => by simp only [Real.sin_add_two_pi]) hn p 0
  simp only [dcCurrent, drivenPhase, fourPiCurrent, zero_add] at h
  exact (div_eq_zero_iff.mp h).resolve_right (mul_ne_zero four_ne_zero Real.pi_ne_zero)
```

## Odd steps in a junction with two kinds of supercurrent

Suppose that the junction also carries an ordinary supercurrent, so that

$$I(\varphi)=A\sin\varphi+B\sin(\varphi/2)$$

with real amplitudes $A$ and $B$. The average is linear in the current, and at an odd step the second term averages to zero:

$$\bar I = A\,\overline{\sin\varphi}+B\cdot 0 = A\,\overline{\sin\varphi}.$$

In this voltage-biased model, then, the direct current at an odd step carries no information about $B$. Within the model, a nonzero direct current at an odd step shows that $A\neq 0$, but it does not exclude a $\sin(\varphi/2)$ contribution. The theorem does not evaluate $\overline{\sin\varphi}$, which may itself vanish, as it does at odd steps when there is no oscillating drive.

The Lean proof integrates the two terms separately, takes the constants outside, and uses the vanishing average `h0` for the second.

```lean
/-- In a junction carrying `A sin φ + B sin (φ / 2)`, the direct current at an odd step is that
of the `A sin φ` part alone. -/
theorem mixed_junction_odd_step {w : ℝ → ℝ} (hwc : Continuous w)
    (hw : Function.Periodic w (2 * π)) {n : ℤ} (hn : Odd n) (A B p s : ℝ) :
    dcCurrent (fun φ => A * Real.sin φ + B * fourPiCurrent φ) (drivenPhase n p w) s
      = A * dcCurrent Real.sin (drivenPhase n p w) s := by
  have hc : Continuous fourPiCurrent := by
    change Continuous (fun φ : ℝ => Real.sin (φ / 2))
    fun_prop
  have hφ := continuous_drivenPhase n p hwc
  have c1 : Continuous (fun t => A * Real.sin (drivenPhase n p w t)) :=
    continuous_const.mul (Real.continuous_sin.comp hφ)
  have c2 : Continuous (fun t => B * fourPiCurrent (drivenPhase n p w t)) :=
    continuous_const.mul (hc.comp hφ)
  have h0 := dcCurrent_odd_step hc fourPiCurrent_antiperiodic hwc hw hn p s
  simp only [dcCurrent] at h0 ⊢
  rw [intervalIntegral.integral_add (c1.intervalIntegrable _ _) (c2.intervalIntegrable _ _),
    intervalIntegral.integral_const_mul, intervalIntegral.integral_const_mul, add_div,
    mul_div_assoc, mul_div_assoc, h0, mul_zero, add_zero]
```

## At $n=2$ the direct current survives

If $n$ is even, the phase advances by a multiple of $4\pi$ in each drive period, so the current repeats instead of reversing, and its average need not vanish. An example is $n=2$ with offset $p=-\pi$ and drive $a\sin t$, where $0<a<2\pi$. Put $b=a/2$, so that $0<b<\pi$. Then

$$\sin\frac{\varphi(t)}{2}=\sin\left(t+b\sin t-\frac{\pi}{2}\right)=-\cos(t+b\sin t),$$

and the addition formula gives

$$\sin\frac{\varphi(t)}{2}=\sin t\,\sin(b\sin t)-\cos t\,\cos(b\sin t).$$

The last term is an exact derivative,

$$\cos t\,\cos(b\sin t)=\frac{d}{dt}\,\frac{\sin(b\sin t)}{b},$$

and the function being differentiated vanishes at both $t=0$ and $t=4\pi$. This term therefore integrates to zero.

In the first term, $|b\sin t|\le b<\pi$, so $\sin(b\sin t)$ is never opposite in sign to $\sin t$, and the product is nonnegative. At $t=\pi/2$ it equals $\sin b>0$. A continuous nonnegative function that is positive at an interior point has a positive integral, so $\bar I>0$.

In the proof, `hpt` is the split of the integrand, `h1` the vanishing cosine part and `h2` the positive sine part. The bound $a<2\pi$ serves the sign argument; the theorem makes no claim about stronger drives.

```lean
/-- At the step `n = 2`, with phase offset `-π` and drive strength `0 < a < 2π`, the supercurrent
`sin (φ / 2)` has a strictly positive direct component. -/
theorem second_step_survives {a : ℝ} (ha : 0 < a) (ha' : a < 2 * π) :
    0 < dcCurrent fourPiCurrent (drivenPhase 2 (-π) (fun t => a * Real.sin t)) 0 := by
  obtain ⟨b, rfl⟩ : ∃ b, a = 2 * b := ⟨a / 2, by ring⟩
  have hb : 0 < b := by linarith
  have hb' : b < π := by linarith
  have hpt : ∀ t, fourPiCurrent (drivenPhase 2 (-π) (fun t => 2 * b * Real.sin t) t)
      = Real.sin t * Real.sin (b * Real.sin t) - Real.cos t * Real.cos (b * Real.sin t) := by
    intro t
    unfold fourPiCurrent drivenPhase
    rw [show (-π + ((2 : ℤ) : ℝ) * t + 2 * b * Real.sin t) / 2
      = (t + b * Real.sin t) - π / 2 by push_cast; ring, Real.sin_sub_pi_div_two, Real.cos_add]
    ring
  have c1 : Continuous (fun t : ℝ => Real.sin t * Real.sin (b * Real.sin t)) := by fun_prop
  have c2 : Continuous (fun t : ℝ => Real.cos t * Real.cos (b * Real.sin t)) := by fun_prop
  -- the cosine part is an exact derivative of a periodic function
  have h1 : ∫ t in (0 : ℝ)..(4 * π), Real.cos t * Real.cos (b * Real.sin t) = 0 := by
    have h4 : Real.sin (4 * π) = 0 := by exact_mod_cast Real.sin_nat_mul_pi 4
    rw [intervalIntegral.integral_eq_sub_of_hasDerivAt
      (f := fun t => Real.sin (b * Real.sin t) / b)
      (fun t _ => (((Real.hasDerivAt_sin t).const_mul b).sin.div_const b).congr_deriv
        (by rw [div_eq_iff hb.ne']; ring)) (c2.intervalIntegrable _ _)]
    simp [h4]
  -- the sine part is nonnegative and positive at `t = π / 2`
  have h2 : 0 < ∫ t in (0 : ℝ)..(4 * π), Real.sin t * Real.sin (b * Real.sin t) := by
    refine intervalIntegral.integral_pos (by positivity) c1.continuousOn (fun t _ => ?_)
      ⟨π / 2, ⟨by positivity, by linarith [Real.pi_pos]⟩, ?_⟩
    · rcases le_total 0 (Real.sin t) with h | h
      · exact mul_nonneg h (Real.sin_nonneg_of_nonneg_of_le_pi (mul_nonneg hb.le h)
          (by nlinarith [mul_nonneg hb.le (sub_nonneg.2 (Real.sin_le_one t))]))
      · have h3 : 0 ≤ Real.sin (-(b * Real.sin t)) :=
          Real.sin_nonneg_of_nonneg_of_le_pi (by nlinarith)
            (by nlinarith [mul_nonneg hb.le (neg_le_iff_add_nonneg.1 (Real.neg_one_le_sin t))])
        rw [Real.sin_neg] at h3
        nlinarith
    · simpa using Real.sin_pos_of_pos_of_lt_pi hb hb'
  simp only [dcCurrent, hpt, zero_add]
  rw [intervalIntegral.integral_sub (c1.intervalIntegrable _ _) (c2.intervalIntegrable _ _),
    h1, sub_zero]
  exact div_pos h2 (by positivity)
```

The same integrand shows what the sign change of the current contributes. The function $\sin(t+b\sin t-\pi/2)$ is also the ordinary supercurrent $\sin\varphi$ at $n=1$, with offset $-\pi/2$ and drive strength $b$. The ordinary current thus has a positive direct component at an odd step, an observation that follows from the calculation above but is not stated as a separate theorem.

## One drive period is too short a window

The spurious average from the opening comes from $n=1$, $p=0$ and $w=0$. The phase is then $\varphi(t)=t$, and over a single drive period

$$\int_0^{2\pi}\sin\frac{t}{2}\,dt=\left[-2\cos\frac{t}{2}\right]_0^{2\pi}=2+2=4 .$$

Division by the window length $2\pi$ gives $2/\pi$. In a simulation of the voltage-biased junction with current $\sin(\varphi/2)$, an average over an even number of drive periods gives zero at odd steps, up to discretisation and rounding errors. Over an odd number $N$ of periods, all but one cancel in pairs, and $1/N$ of the single-period average remains.

The Lean statement gives the integral itself, without the division. Its proof simplifies the phase to $t$ and evaluates the same antiderivative at the two ends.

```lean
/-- Over a single period `2π`, at the step `n = 1` without oscillating drive and with zero offset,
the supercurrent `sin (φ / 2)` integrates to `4`. -/
theorem single_period_integral :
    ∫ t in (0 : ℝ)..(2 * π), fourPiCurrent (drivenPhase 1 0 (fun _ => 0) t) = 4 := by
  have hpt : ∀ t, fourPiCurrent (drivenPhase 1 0 (fun _ => 0) t) = Real.sin (t / 2) := by
    intro t
    simp [fourPiCurrent, drivenPhase]
  have hc : Continuous (fun t : ℝ => Real.sin (t / 2)) := by fun_prop
  simp only [hpt]
  rw [intervalIntegral.integral_eq_sub_of_hasDerivAt (f := fun t => -2 * Real.cos (t / 2))
    (fun t _ => ((((hasDerivAt_id' t).div_const 2).cos).const_mul (-2)).congr_deriv (by ring))
    (hc.intervalIntegrable _ _)]
  rw [show 2 * π / 2 = π by ring, zero_div, Real.cos_pi, Real.cos_zero]
  norm_num

end

end MissingOddShapiroSteps
```

```lean
#print axioms MissingOddShapiroSteps.missing_odd_shapiro_step
#print axioms MissingOddShapiroSteps.mixed_junction_odd_step
#print axioms MissingOddShapiroSteps.second_step_survives
#print axioms MissingOddShapiroSteps.single_period_integral
```

```
'MissingOddShapiroSteps.missing_odd_shapiro_step' depends on axioms: [propext, Classical.choice, Quot.sound]
'MissingOddShapiroSteps.mixed_junction_odd_step' depends on axioms: [propext, Classical.choice, Quot.sound]
'MissingOddShapiroSteps.second_step_survives' depends on axioms: [propext, Classical.choice, Quot.sound]
'MissingOddShapiroSteps.single_period_integral' depends on axioms: [propext, Classical.choice, Quot.sound]
```
